# Integer particle numbers bound the pair occupations of a classical distribution from below

Two orbitals that are each occupied with probability 3/4 are both occupied with probability at least 1/2, because the number $N$ of particles in them is 0, 1 or 2, so that $(N-1)(N-2)$ is never negative and neither is its average. The file below proves the corresponding bound for any finite set of orbitals and any pair of consecutive integers.

```lean
import Mathlib

open Finset

namespace PairOccupationBounds

noncomputable section

variable {ι : Type*}

/-- The occupation number, 0 or 1, of orbital `i` in the configuration `n`. -/
def occ (n : ι → Bool) (i : ι) : ℝ := if n i then 1 else 0

/-- The number of particles that the configuration `n` places in the set `S` of orbitals. -/
def number (S : Finset ι) (n : ι → Bool) : ℝ := ∑ i ∈ S, occ n i

/-- The particle number in `S` is an integer, so it never lies strictly between the consecutive
integers `m` and `m + 1`: the product of the differences `N - m` and `N - (m + 1)`, with `N` that
number, is nonnegative. -/
theorem number_gap (S : Finset ι) (n : ι → Bool) (m : ℤ) :
    0 ≤ (number S n - m) * (number S n - m - 1) := by
  have hcard : number S n = ((S.filter (fun i => n i = true)).card : ℝ) := by
    simp [number, occ]
  rw [hcard]
  generalize (S.filter (fun i => n i = true)).card = k
  rcases le_or_gt (k : ℤ) m with h | h
  · have h' : (k : ℝ) ≤ m := by exact_mod_cast h
    exact mul_nonneg_of_nonpos_of_nonpos (by linarith) (by linarith)
  · have h1 : m + 1 ≤ (k : ℤ) := h
    have h' : (m : ℝ) + 1 ≤ k := by exact_mod_cast h1
    exact mul_nonneg (by linarith) (by linarith)

variable [Fintype ι] [DecidableEq ι]

/-- A probability distribution on configurations: nonnegative weights with sum one. -/
structure IsDistribution (p : (ι → Bool) → ℝ) : Prop where
  nonneg : ∀ n, 0 ≤ p n
  total : ∑ n, p n = 1

/-- The average of the observable `f` over configurations with weights `p`. -/
def expect (p f : (ι → Bool) → ℝ) : ℝ := ∑ n, p n * f n

/-- The sum of the joint occupations `E[n_i n_j]` over ordered pairs of distinct
orbitals in `S`. -/
def pairSum (p : (ι → Bool) → ℝ) (S : Finset ι) : ℝ :=
  ∑ i ∈ S, ∑ j ∈ S.erase i, expect p (fun n => occ n i * occ n j)

omit [Fintype ι] in
/-- In a single configuration with `N` particles in `S`, the ordered pairs of distinct
occupied orbitals in `S` number `N (N - 1)`. -/
theorem pair_count (S : Finset ι) (n : ι → Bool) :
    ∑ i ∈ S, ∑ j ∈ S.erase i, occ n i * occ n j
      = number S n * (number S n - 1) := by
  have h : ∀ i ∈ S, ∑ j ∈ S.erase i, occ n i * occ n j
      = occ n i * number S n - occ n i := by
    intro i hi
    have e : occ n i + ∑ j ∈ S.erase i, occ n j = ∑ j ∈ S, occ n j :=
      Finset.add_sum_erase S (occ n) hi
    -- an orbital holds at most one particle, so its occupation is idempotent
    have sq : occ n i * occ n i = occ n i := by
      unfold occ
      split_ifs <;> norm_num
    rw [← Finset.mul_sum]
    unfold number
    linear_combination occ n i * e - sq
  rw [Finset.sum_congr rfl h, Finset.sum_sub_distrib, ← Finset.sum_mul]
  unfold number
  ring

/-- The sum of the joint occupations in `S` is the average of `N (N - 1)`,
where `N` is the particle number in `S`. -/
theorem pairSum_eq (p : (ι → Bool) → ℝ) (S : Finset ι) :
    pairSum p S = expect p (fun n => number S n * (number S n - 1)) := by
  simp only [pairSum, expect, ← pair_count, Finset.mul_sum]
  symm
  rw [Finset.sum_comm]
  refine Finset.sum_congr rfl fun i _ => ?_
  exact Finset.sum_comm

/-- The mean occupations of the orbitals in `S` add up to the mean particle number in `S`. -/
theorem sum_expect_occ (p : (ι → Bool) → ℝ) (S : Finset ι) :
    ∑ i ∈ S, expect p (fun n => occ n i) = expect p (number S) := by
  simp only [expect, number, Finset.mul_sum]
  exact Finset.sum_comm

/-- For a probability distribution and any real `m`, the pair sum exceeds
`2 m E[N] - m (m + 1)` by exactly the average of `(N - m) (N - m - 1)`. -/
theorem pairSum_sub_bound {p : (ι → Bool) → ℝ} (hp : IsDistribution p)
    (S : Finset ι) (m : ℝ) :
    pairSum p S - (2 * m * ∑ i ∈ S, expect p (fun n => occ n i) - m * (m + 1))
      = expect p (fun n => (number S n - m) * (number S n - m - 1)) := by
  rw [pairSum_eq, sum_expect_occ]
  simp only [expect]
  have h : ∑ n, p n * ((number S n - m) * (number S n - m - 1))
      = ∑ n, p n * (number S n * (number S n - 1))
        - 2 * m * ∑ n, p n * number S n + m * (m + 1) * ∑ n, p n := by
    rw [Finset.mul_sum, Finset.mul_sum, ← Finset.sum_sub_distrib, ← Finset.sum_add_distrib]
    exact Finset.sum_congr rfl fun n _ => by ring
  rw [h, hp.total]
  ring

/-- Pair occupation bound: for a probability distribution on configurations and every
integer `m`, the joint occupations of distinct orbitals in `S` sum to at least
`2 m` times the mean particle number in `S`, minus `m (m + 1)`. -/
theorem pair_occupation_bound {p : (ι → Bool) → ℝ} (hp : IsDistribution p)
    (S : Finset ι) (m : ℤ) :
    2 * m * ∑ i ∈ S, expect p (fun n => occ n i) - m * (m + 1) ≤ pairSum p S := by
  have h : 0 ≤ expect p (fun n => (number S n - m) * (number S n - m - 1)) :=
    Finset.sum_nonneg fun n _ => mul_nonneg (hp.nonneg n) (number_gap S n m)
  linarith [pairSum_sub_bound hp S (m : ℝ)]

/-- For a probability distribution and an integer `m`, the pair occupation bound is an
equality exactly when every configuration of nonzero weight has `m` or `m + 1`
particles in `S`. -/
theorem pair_occupation_eq_iff {p : (ι → Bool) → ℝ} (hp : IsDistribution p)
    (S : Finset ι) (m : ℤ) :
    pairSum p S = 2 * m * ∑ i ∈ S, expect p (fun n => occ n i) - m * (m + 1) ↔
      ∀ n, p n ≠ 0 → number S n = m ∨ number S n = m + 1 := by
  have hnn : ∀ n ∈ (Finset.univ : Finset (ι → Bool)),
      0 ≤ p n * ((number S n - m) * (number S n - m - 1)) :=
    fun n _ => mul_nonneg (hp.nonneg n) (number_gap S n m)
  rw [← sub_eq_zero, pairSum_sub_bound hp S (m : ℝ)]
  simp only [expect]
  -- a sum of nonnegative terms vanishes only term by term
  rw [Finset.sum_eq_zero_iff_of_nonneg hnn]
  constructor
  · intro h n hn
    have h0 := (mul_eq_zero.mp (h n (Finset.mem_univ n))).resolve_left hn
    rcases mul_eq_zero.mp h0 with h1 | h1
    · left; linarith
    · right; linarith
  · intro h n _
    by_cases hn : p n = 0
    · simp [hn]
    · rcases h n hn with h1 | h1 <;> simp [h1]

omit [Fintype ι] [DecidableEq ι] in
/-- For real `x`, none of the values `2 k x - k (k + 1)` with integer `k` exceeds the one with `k`
the floor of `x`. -/
theorem floor_optimal (x : ℝ) (k : ℤ) :
    2 * k * x - k * (k + 1) ≤ 2 * ⌊x⌋ * x - ⌊x⌋ * (⌊x⌋ + 1) := by
  have h1 := Int.floor_le x
  have h2 := Int.lt_floor_add_one x
  rcases lt_trichotomy k ⌊x⌋ with h | h | h
  · have h' : (k : ℝ) + 1 ≤ ⌊x⌋ := by exact_mod_cast h
    nlinarith [mul_nonneg (show (0 : ℝ) ≤ ⌊x⌋ - k by linarith)
      (show (0 : ℝ) ≤ 2 * x - ⌊x⌋ - k - 1 by linarith)]
  · rw [h]
  · have h' : (⌊x⌋ : ℝ) + 1 ≤ k := by exact_mod_cast h
    nlinarith [mul_nonneg (show (0 : ℝ) ≤ k - ⌊x⌋ by linarith)
      (show (0 : ℝ) ≤ ⌊x⌋ + k + 1 - 2 * x by linarith)]

/-- For a probability distribution with mean particle number `x` in `S`, the variance of
that particle number is at least `f (1 - f)`, where `f` is the fractional part of `x`. -/
theorem variance_ge_fract {p : (ι → Bool) → ℝ} (hp : IsDistribution p)
    (S : Finset ι) (x : ℝ) (hx : ∑ i ∈ S, expect p (fun n => occ n i) = x) :
    Int.fract x * (1 - Int.fract x) ≤ expect p (fun n => (number S n - x) ^ 2) := by
  have hb := pair_occupation_bound hp S ⌊x⌋
  rw [hx, pairSum_eq] at hb
  rw [sum_expect_occ] at hx
  simp only [expect] at hb hx ⊢
  -- the variance in terms of the pair sum and the mean
  have h : ∑ n, p n * (number S n - x) ^ 2
      = ∑ n, p n * (number S n * (number S n - 1))
        + (1 - 2 * x) * ∑ n, p n * number S n + x ^ 2 * ∑ n, p n := by
    rw [Finset.mul_sum, Finset.mul_sum, ← Finset.sum_add_distrib, ← Finset.sum_add_distrib]
    exact Finset.sum_congr rfl fun n _ => by ring
  rw [h, hx, hp.total, ← Int.self_sub_floor]
  linarith

/-- If `S` has at least `m + 1` orbitals, then for every `t` between 0 and 1 some probability
distribution has mean particle number `m + t` in `S` and attains the pair occupation bound. -/
theorem bound_attained (S : Finset ι) (m : ℕ) (hm : m + 1 ≤ S.card)
    (t : ℝ) (h0 : 0 ≤ t) (h1 : t ≤ 1) :
    ∃ p : (ι → Bool) → ℝ, IsDistribution p ∧
      ∑ i ∈ S, expect p (fun n => occ n i) = m + t ∧
      pairSum p S = 2 * m * (m + t) - m * (m + 1) := by
  have hN : ∀ k ≤ S.card, ∃ n : ι → Bool, number S n = (k : ℝ) := by
    intro k hk
    obtain ⟨A, hA, cA⟩ := Finset.exists_subset_card_eq hk
    refine ⟨fun i => decide (i ∈ A), ?_⟩
    simp only [number, occ, decide_eq_true_eq]
    rw [Finset.sum_boole, Finset.filter_mem_eq_inter, Finset.inter_eq_right.mpr hA, cA]
  obtain ⟨a, ha⟩ := hN (m + 1) hm
  obtain ⟨b, hb⟩ := hN m (by omega)
  -- mix a configuration with m + 1 particles and one with m particles
  obtain ⟨p, hp, hE⟩ : ∃ p : (ι → Bool) → ℝ, (∀ n, 0 ≤ p n) ∧
      ∀ f, expect p f = t * f a + (1 - t) * f b := by
    refine ⟨fun n => t * (if n = a then 1 else 0) + (1 - t) * (if n = b then 1 else 0),
      fun n => ?_, fun f => ?_⟩
    · dsimp only
      split_ifs <;> linarith
    · simp [expect, add_mul, Finset.sum_add_distrib]
  refine ⟨p, ⟨hp, ?_⟩, ?_, ?_⟩
  · have h := hE (fun _ => 1)
    simp only [expect, mul_one] at h
    linarith
  · rw [sum_expect_occ, hE, ha, hb]
    push_cast
    ring
  · rw [pairSum_eq, hE]
    simp only [ha, hb]
    push_cast
    ring

end

end PairOccupationBounds
```

```lean
#print axioms PairOccupationBounds.pair_occupation_bound
#print axioms PairOccupationBounds.floor_optimal
#print axioms PairOccupationBounds.variance_ge_fract
#print axioms PairOccupationBounds.bound_attained
```

```
'PairOccupationBounds.pair_occupation_bound' depends on axioms: [propext, Classical.choice, Quot.sound]
'PairOccupationBounds.floor_optimal' depends on axioms: [propext, Classical.choice, Quot.sound]
'PairOccupationBounds.variance_ge_fract' depends on axioms: [propext, Classical.choice, Quot.sound]
'PairOccupationBounds.bound_attained' depends on axioms: [propext, Classical.choice, Quot.sound]
```

## The inequality and its terms

A configuration $n$ assigns to each orbital $i$ an occupation $n_i$, which is 0 or 1. In Lean it is a function `ι → Bool` on a finite type `ι` of orbitals, and `occ n i` is $n_i$ as a real number. A function $p$ gives each configuration a weight, and `IsDistribution p` says that the weights are nonnegative and sum to one. The average $E[f]=\sum_n p(n)f(n)$ is `expect p f`.

For a set $S$ of orbitals, `number S n` is $N_S=\sum_{i\in S}n_i$, and `pairSum p S` is the sum of $E[n_in_j]$ over ordered pairs of distinct orbitals in $S$, so each unordered pair counts twice. The theorem `pair_occupation_bound` states that, for every integer $m$,

$$\sum_{\substack{i,j\in S\\ i\neq j}}E[n_in_j]\;\ge\;2m\sum_{i\in S}E[n_i]-m(m+1).$$

The total particle number may fluctuate, and the occupations may be correlated in any way.

## Occupations of a fermionic state

For a fermionic state $\rho$ on finitely many orthonormal spin orbitals, the weights $p(n)=\langle n|\rho|n\rangle$ form such a distribution, and $E[n_in_j]$ with $i\ne j$ is a diagonal element of the two-particle density matrix. The bound is then a necessary condition for N-representability that constrains only these diagonal elements and the mean occupations, in the chosen orbital basis, and does not suffice for representability. This reading adds ordinary quantum mechanics to the file, which starts from the weights $p$.

The limit of one particle per orbital stands for the Pauli principle. A spatial orbital that can hold two electrons therefore enters as two spin orbitals.

## From pair counting to the bound

Fix a configuration. An orbital $i\in S$ contributes

$$\sum_{j\in S,\,j\ne i}n_in_j=n_i(N_S-n_i)=n_iN_S-n_i,$$

because $n_i^2=n_i$. Summing over $i$ gives $N_S(N_S-1)$. This is `pair_count`, where `e` restores the missing term $j=i$ and `sq` is the identity $n_i^2=n_i$.

Exchanging finite sums turns the pair sum into $E[N_S(N_S-1)]$ (`pairSum_eq`) and the summed mean occupations into $E[N_S]$ (`sum_expect_occ`). Now expand

$$(N_S-m)(N_S-m-1)=N_S(N_S-1)-2mN_S+m(m+1)$$

and average. Since the weights sum to one, the constant is unchanged, and the pair sum minus the right-hand side of the bound equals $E[(N_S-m)(N_S-m-1)]$. This identity, `pairSum_sub_bound`, holds for every real $m$.

Integrality enters in `number_gap`. The proof writes $N_S$ as the cardinality $k$ of the set of occupied orbitals in $S$. If $k\le m$, both factors are nonpositive; otherwise $k\ge m+1$ and both are nonnegative. The product is nonnegative in each case, hence so is its average.

## Equality, the best integer and the variance

An average of nonnegative terms vanishes only if each weighted term does. By `pair_occupation_eq_iff`, equality therefore holds exactly when every configuration of nonzero weight has $m$ or $m+1$ particles in $S$.

Let $x=E[N_S]$ and $q=\lfloor x\rfloor$. The bound with $m=q$ exceeds the one with $m=k$ by

$$(q-k)(2x-q-k-1).$$

For $k<q$ both factors are nonnegative, since $k+1\le q\le x$. For $k>q$ both are negative, since $2x<2q+2\le q+k+1$. So no member of the family is stronger than the one with $m=q$, as `floor_optimal` states.

With this choice and $f=x-q$, the variance satisfies

$$E[(N_S-x)^2]=E[N_S(N_S-1)]+x-x^2\ge(x-q)(q+1-x)=f(1-f).$$

This is `variance_ge_fract`: a fractional mean population forces the particle number in $S$ to fluctuate.

Finally, `bound_attained` takes a natural number $m$ with $m+1\le|S|$ and a number $t$ between 0 and 1. It gives weight $t$ to a configuration with $m+1$ particles in $S$ and weight $1-t$ to one with $m$. The mean is $m+t$, and the pair sum is

$$t(m+1)m+(1-t)m(m-1)=2m(m+t)-m(m+1).$$

If only the mean number in $S$ is known, no larger lower bound holds. The theorem prescribes that mean, not the individual occupations.

## Three half-filled orbitals

Take three orbitals with $E[n_i]=1/2$, and suppose that a proposed set of data has $E[n_in_j]=0.1$ for each pair. Any two orbitals on their own look acceptable: the probabilities of both filled, only the first, only the second and neither are 0.1, 0.4, 0.4 and 0.1.

All three together fail. Here $x=3/2$ and $m=1$, so the bound is $2\cdot\tfrac32-2=1$, while the six ordered pairs sum to only 0.6. Equal pair occupations must be at least $1/6$. That value is reached by giving weight $1/6$ to each of the six configurations with one or two particles.

## Testing a computed density matrix

In a variational calculation of the two-particle density matrix, the inequality for fixed $S$ and $m$ is linear in the matrix elements, so it can be imposed as a constraint or checked afterwards. A check sums the occupations in $S$ to get $x$, sums the off-diagonal entries of the table $\langle n_in_j\rangle$ over $S$, and compares the result with $2qx-q(q+1)$, where $q=\lfloor x\rfloor$. A deficit beyond the numerical tolerance shows that no distribution on configurations gives these data.

If the code normalises the two-particle matrix to trace $N(N-1)/2$ over ordered pairs, where $N$ is now the total particle number, its entries must first be doubled. Rounding of $x$ near an integer $k$ does no harm, because the bounds with $m=k-1$ and $m=k$ agree at $x=k$. The number of subsets grows as $2^r$ for $r$ orbitals, so a larger calculation would test selected sets, such as the orbitals assigned to one atom in an orthonormal localised basis.
